# The many-body dispersion energy of coupled oscillators becomes a pair sum at weak coupling

Two atoms attract because their fluctuating dipoles are correlated. Model each dipole by an oscillator of frequency $w>0$, in mass-weighted coordinates with $\hbar=1$, and couple the two coordinates $x_1,x_2$ by the energy $tv\,x_1x_2$, where $t$ scales the strength. The squared normal-mode frequencies are $w^2\pm tv$, so the zero-point energy changes by

$$E=\tfrac12\left(\sqrt{w^2+tv}+\sqrt{w^2-tv}\right)-w=-\frac{t^2v^2}{8w^3}+O(t^4).$$

The first-order shifts cancel, and the curvature of the square root lowers the energy. The coupling of two point dipoles weakens with distance, so this lowering attracts the atoms.

## The pair sum for N oscillators

Take frequencies $w_i>0$, $D=\mathrm{diag}(w_i)$ and a real symmetric coupling $V$ with $V_{ii}=0$. The potential energy is $\tfrac12x^TC(t)x$ with $C(t)=D^2+tV$, where $x$ collects the coordinates. For $E(t)=\tfrac12\mathrm{tr}\sqrt{C(t)}-\tfrac12\sum_i w_i$,

$$\lim_{t\to0,\;t\ne0}\frac{E(t)}{t^2}=-\sum_{i<j}\frac{V_{ij}^2}{4w_iw_j(w_i+w_j)}.$$

The zero diagonal means that an oscillator's own restoring force is contained entirely in $w_i$.

## Diagonalisation and pair loop in a dispersion code

A many-body dispersion code built on this model uses three oscillators for each of its $M$ atoms, so $N=3M$ and $i$ labels an atom and a Cartesian direction. It assembles $C(1)$ with $V_{ij}=w_iw_j\sqrt{a_ia_j}\,T_{ij}$, where $a_i\ge0$ are polarisabilities and $T$, for a molecule, is the dipole interaction tensor between different atoms and zero within one atom. It then finds the eigenvalues $\lambda_n$ and returns $\tfrac12\sum_n\sqrt{\lambda_n}-\tfrac12\sum_i w_i$.

The leading weak-coupling term of the same model can be computed without diagonalisation, by accumulating $-a_ia_jw_iw_jT_{ij}^2/(4(w_i+w_j))$ in a double loop over $i<j$. Common pairwise corrections instead sum damped terms over atom pairs, with $-C_6/r^6$ as the leading one. For undamped point dipoles at distance $r$, in units with $4\pi\varepsilon_0=1$, the nine squared tensor entries of an atom pair sum to $6/r^6$, which gives London's $-\tfrac32\,a_Aa_B\,w_Aw_B/((w_A+w_B)r^6)$ for isotropic atoms $A$ and $B$.

## From the matrix square root to pairs

**Stability.** Since $|x_ix_j|\le(x_i^2+x_j^2)/2$,

$$x^TCx\ge\sum_i\Big(w_i^2-|t|\sum_j|V_{ij}|\Big)x_i^2,$$

which is nonnegative for small $|t|$ (`couplingMatrix_posSemidef`, `eventually_posSemidef`).

**Equation for the shift.** Let $R=\sqrt C-D$, which is symmetric. Squaring $D+R$ gives $DR+RD+R^2=tV$, or

$$(w_i+w_j)R_{ij}+\sum_kR_{ik}R_{jk}=tV_{ij}.$$

These are `shift_equation`, where `noncomm_ring` expands the square, and `shift_entry`.

**Energy.** On the diagonal, $2w_iR_{ii}=-\sum_jR_{ij}^2$. Hence $E=\tfrac12\mathrm{tr}R=-\tfrac14\sum_{ij}R_{ij}^2/w_i$ (`energy_eq`).

**Size of the shift.** Multiply the matrix equation by $R$ and take the trace:

$$\mathrm{tr}(R\sqrt C R)+\sum_{ij}w_iR_{ij}^2=t\sum_{ij}R_{ij}V_{ij}.$$

The first term is nonnegative. With $0<m\le w_i$ and $2mtR_{ij}V_{ij}\le m^2R_{ij}^2+t^2V_{ij}^2$, this yields $m^2\sum R_{ij}^2\le t^2\sum V_{ij}^2$. In `shift_bound`, the upper bound on $2mtR_{ij}V_{ij}$ is proved by giving `nlinarith` the square $(mR_{ij}-tV_{ij})^2\ge0$.

**Linear response.** Put $K=\sum V_{ij}^2/m^2$. The quadratic term in the entry equation is at most $t^2K$, so

$$\left|\frac{R_{ij}}t-\frac{V_{ij}}{w_i+w_j}\right|\le\frac{|t|K}{w_i+w_j}\to0.$$

`shift_div_tendsto` takes $m$ as the smallest frequency and uses `squeeze_zero'` to turn this bound into the limit.

**Pairing.** The energy formula now gives $E/t^2\to-\tfrac14\sum_{ij}V_{ij}^2/(w_i(w_i+w_j)^2)$. Adding the terms $(i,j)$ and $(j,i)$ uses $1/w_i+1/w_j=(w_i+w_j)/(w_iw_j)$ and produces the pair sum (`energy_pairwise_limit`). Inserting the dipole coupling gives `london_limit`.

In Lean 4 with Mathlib:

```lean
import Mathlib

open Finset Filter Topology
open scoped Matrix MatrixOrder

namespace PairwiseDispersion

noncomputable section

variable {N : ℕ} {w : Fin N → ℝ} {V : Matrix (Fin N) (Fin N) ℝ} {t : ℝ}

/-- The matrix `diag(w_i²) + t V` of oscillators with frequencies `w_i` and coupling `t V`. -/
def couplingMatrix (w : Fin N → ℝ) (V : Matrix (Fin N) (Fin N) ℝ) (t : ℝ) :
    Matrix (Fin N) (Fin N) ℝ :=
  Matrix.diagonal (fun i => w i ^ 2) + t • V

/-- The many-body dispersion energy: coupled minus uncoupled zero-point energy, for positive
frequencies and couplings at which the coupling matrix is positive semidefinite. -/
def energy (w : Fin N → ℝ) (V : Matrix (Fin N) (Fin N) ℝ) (t : ℝ) : ℝ :=
  1 / 2 * (CFC.sqrt (couplingMatrix w V t)).trace - 1 / 2 * ∑ i, w i

/-- The change of the frequency matrix (the root of the coupling matrix) due to the coupling, for
positive frequencies and for couplings at which the coupling matrix is positive semidefinite. -/
def shift (w : Fin N → ℝ) (V : Matrix (Fin N) (Fin N) ℝ) (t : ℝ) :
    Matrix (Fin N) (Fin N) ℝ :=
  CFC.sqrt (couplingMatrix w V t) - Matrix.diagonal w

/-- For symmetric `V` the coupling matrix is positive semidefinite if `|t| ∑_j |V_ij| ≤ w_i²` for
every `i`. -/
theorem couplingMatrix_posSemidef (hV : V.IsSymm)
    (h : ∀ i, |t| * ∑ j, |V i j| ≤ w i ^ 2) : (couplingMatrix w V t).PosSemidef := by
  refine Matrix.PosSemidef.of_dotProduct_mulVec_nonneg ?_ fun x => ?_
  · refine Matrix.IsHermitian.ext fun i j => ?_
    rcases eq_or_ne i j with rfl | hij
    · simp
    · simp [couplingMatrix, hij, hij.symm, hV.apply i j]
  have hq : star x ⬝ᵥ (couplingMatrix w V t *ᵥ x)
      = ∑ i, w i ^ 2 * x i ^ 2 + ∑ i, ∑ j, t * V i j * (x i * x j) := by
    rw [couplingMatrix, Matrix.add_mulVec, dotProduct_add]
    congr 1
    · simp only [dotProduct, Matrix.mulVec_diagonal, star_trivial]
      exact sum_congr rfl fun i _ => by ring
    · simp only [dotProduct, Matrix.mulVec, Matrix.smul_apply, smul_eq_mul, star_trivial,
        Finset.mul_sum]
      exact sum_congr rfl fun i _ => sum_congr rfl fun j _ => by ring
  -- each coupling term is bounded by the squares of the two displacements
  have hterm : ∀ i j, -(|t| * |V i j| * x i ^ 2 / 2 + |t| * |V i j| * x j ^ 2 / 2)
      ≤ t * V i j * (x i * x j) := fun i j => by
    have h1 := neg_abs_le (t * V i j * (x i * x j))
    rw [abs_mul, abs_mul] at h1
    have h2 : |x i * x j| ≤ (x i ^ 2 + x j ^ 2) / 2 :=
      abs_le.mpr ⟨by nlinarith [sq_nonneg (x i + x j)], by nlinarith [sq_nonneg (x i - x j)]⟩
    have h3 := mul_le_mul_of_nonneg_left h2 (by positivity : 0 ≤ |t| * |V i j|)
    linarith
  have hsum := sum_le_sum fun i (_ : i ∈ univ) => sum_le_sum fun j (_ : j ∈ univ) => hterm i j
  simp only [sum_neg_distrib, sum_add_distrib] at hsum
  have hswap : ∑ i, ∑ j, |t| * |V i j| * x j ^ 2 / 2
      = ∑ i, ∑ j, |t| * |V i j| * x i ^ 2 / 2 := by
    rw [Finset.sum_comm]
    exact sum_congr rfl fun i _ => sum_congr rfl fun j _ => by rw [hV.apply i j]
  have hdiag : ∑ i, ∑ j, |t| * |V i j| * x i ^ 2 / 2 ≤ 1 / 2 * ∑ i, w i ^ 2 * x i ^ 2 := by
    rw [Finset.mul_sum]
    refine sum_le_sum fun i _ => ?_
    have h1 := mul_le_mul_of_nonneg_right (h i) (sq_nonneg (x i))
    rw [← Finset.sum_div, ← Finset.sum_mul, ← Finset.mul_sum]
    linarith
  rw [hq]
  linarith

/-- The shift of the frequency matrix is symmetric. -/
theorem shift_symm (w : Fin N → ℝ) (V : Matrix (Fin N) (Fin N) ℝ) (t : ℝ) (i j : Fin N) :
    shift w V t j i = shift w V t i j := by
  have hS := Matrix.nonneg_iff_posSemidef.mp (CFC.sqrt_nonneg (couplingMatrix w V t))
  have h := hS.isHermitian.apply i j
  rw [star_trivial] at h
  rcases eq_or_ne i j with rfl | hij
  · rfl
  · simp [shift, h, hij, hij.symm]

/-- For a positive semidefinite coupling matrix the shift `R` obeys `D R + R D + R² = t V`,
with `D = diag(w)`. -/
theorem shift_equation (h : (couplingMatrix w V t).PosSemidef) :
    Matrix.diagonal w * shift w V t + shift w V t * Matrix.diagonal w
      + shift w V t * shift w V t = t • V := by
  have hs := CFC.sqrt_mul_sqrt_self (couplingMatrix w V t) (Matrix.nonneg_iff_posSemidef.mpr h)
  have hd : Matrix.diagonal w * Matrix.diagonal w = Matrix.diagonal (fun i => w i ^ 2) := by
    simp only [Matrix.diagonal_mul_diagonal, sq]
  calc _ = CFC.sqrt (couplingMatrix w V t) * CFC.sqrt (couplingMatrix w V t)
        - Matrix.diagonal w * Matrix.diagonal w := by unfold shift; noncomm_ring
    _ = t • V := by rw [hs, hd, couplingMatrix, add_sub_cancel_left]

/-- For a positive semidefinite coupling matrix the entries of the shift `R` obey
`(w_i + w_j) R_ij + ∑_k R_ik R_jk = t V_ij`. -/
theorem shift_entry (h : (couplingMatrix w V t).PosSemidef) (i j : Fin N) :
    (w i + w j) * shift w V t i j + ∑ k, shift w V t i k * shift w V t j k = t * V i j := by
  have e := congrFun (congrFun (shift_equation h) i) j
  simp only [Matrix.add_apply, Matrix.diagonal_mul, Matrix.mul_diagonal, Matrix.smul_apply,
    smul_eq_mul] at e
  rw [Matrix.mul_apply, sum_congr rfl fun k _ => by rw [shift_symm w V t j k]] at e
  linarith

/-- For positive frequencies, zero diagonal of `V` and a positive semidefinite coupling matrix,
the dispersion energy is exactly `-(1/4) ∑ R_ij² / w_i`, with `R` the shift. -/
theorem energy_eq (hw : ∀ i, 0 < w i) (h0 : ∀ i, V i i = 0)
    (h : (couplingMatrix w V t).PosSemidef) :
    energy w V t = -(1 / 4) * ∑ i, ∑ j, shift w V t i j ^ 2 / w i := by
  have htr : ∑ i, shift w V t i i
      = (CFC.sqrt (couplingMatrix w V t)).trace - ∑ i, w i := by
    simp [shift, Matrix.trace, sum_sub_distrib]
  have hii : ∀ i, shift w V t i i = -(1 / 2) * ∑ j, shift w V t i j ^ 2 / w i := fun i => by
    have e := shift_entry h i i
    simp only [h0, mul_zero, ← sq] at e
    have hi := (hw i).ne'
    rw [← Finset.sum_div]
    field_simp
    linarith
  rw [sum_congr rfl fun i _ => hii i, ← Finset.mul_sum] at htr
  unfold energy
  linarith

/-- If all frequencies are at least `m > 0`, `V` is symmetric and the coupling matrix is positive
semidefinite, the shift `R` satisfies `m² ∑ R_ij² ≤ t² ∑ V_ij²`. -/
theorem shift_bound {m : ℝ} (hm : 0 < m) (hw : ∀ i, m ≤ w i) (hV : V.IsSymm)
    (h : (couplingMatrix w V t).PosSemidef) :
    m ^ 2 * ∑ i, ∑ j, shift w V t i j ^ 2 ≤ t ^ 2 * ∑ i, ∑ j, V i j ^ 2 := by
  have e := shift_equation h
  have s := shift_symm w V t
  have hS := Matrix.nonneg_iff_posSemidef.mp (CFC.sqrt_nonneg (couplingMatrix w V t))
  rw [show CFC.sqrt (couplingMatrix w V t) = Matrix.diagonal w + shift w V t by
    simp [shift]] at hS
  generalize shift w V t = R at e s hS ⊢
  have hR : Rᴴ = R := by
    ext i j
    simpa using s i j
  -- multiply the shift equation by `R` and take the trace
  have hpos := (hS.conjTranspose_mul_mul_same R).trace_nonneg
  rw [hR] at hpos
  have heq : R * (Matrix.diagonal w + R) * R + R * R * Matrix.diagonal w = t • (R * V) := by
    rw [← Matrix.mul_smul, ← e]
    noncomm_ring
  have htr := congrArg Matrix.trace heq
  rw [Matrix.trace_add, Matrix.trace_smul, smul_eq_mul] at htr
  have h1 : (R * R * Matrix.diagonal w).trace = ∑ i, ∑ j, w i * R i j ^ 2 := by
    simp only [Matrix.trace, Matrix.diag_apply, Matrix.mul_diagonal]
    refine sum_congr rfl fun i _ => ?_
    rw [Matrix.mul_apply, Finset.sum_mul]
    exact sum_congr rfl fun j _ => by rw [s i j]; ring
  have h2 : (R * V).trace = ∑ i, ∑ j, R i j * V i j := by
    simp only [Matrix.trace, Matrix.diag_apply, Matrix.mul_apply]
    exact sum_congr rfl fun i _ => sum_congr rfl fun j _ => by rw [hV.apply i j]
  have h3 : m * ∑ i, ∑ j, R i j ^ 2 ≤ ∑ i, ∑ j, w i * R i j ^ 2 := by
    simp only [Finset.mul_sum]
    exact sum_le_sum fun i _ => sum_le_sum fun j _ =>
      mul_le_mul_of_nonneg_right (hw i) (sq_nonneg _)
  have h4 : 2 * m * t * ∑ i, ∑ j, R i j * V i j
      ≤ m ^ 2 * ∑ i, ∑ j, R i j ^ 2 + t ^ 2 * ∑ i, ∑ j, V i j ^ 2 := by
    simp only [Finset.mul_sum, ← sum_add_distrib]
    exact sum_le_sum fun i _ => sum_le_sum fun j _ => by
      nlinarith [sq_nonneg (m * R i j - t * V i j)]
  rw [h1, h2] at htr
  have h5 : m * ∑ i, ∑ j, R i j ^ 2 ≤ t * ∑ i, ∑ j, R i j * V i j := by linarith
  nlinarith [mul_le_mul_of_nonneg_left h5 hm.le]

/-- For positive frequencies and symmetric `V` the coupling matrix is positive semidefinite at
all sufficiently small nonzero `t`. -/
theorem eventually_posSemidef (hw : ∀ i, 0 < w i) (hV : V.IsSymm) :
    ∀ᶠ t in 𝓝[≠] (0 : ℝ), (couplingMatrix w V t).PosSemidef := by
  have h : ∀ᶠ t in 𝓝 (0 : ℝ), ∀ i, |t| * ∑ j, |V i j| < w i ^ 2 := by
    refine Filter.eventually_all.mpr fun i => ?_
    have hc : Continuous fun t : ℝ => |t| * ∑ j, |V i j| := by fun_prop
    refine (hc.tendsto 0).eventually_lt_const ?_
    simp only [abs_zero, zero_mul]
    exact pow_pos (hw i) 2
  exact (h.filter_mono nhdsWithin_le_nhds).mono fun t ht =>
    couplingMatrix_posSemidef hV fun i => (ht i).le

/-- First-order response: for positive frequencies and symmetric `V`, the shift per unit coupling
tends to `V_ij / (w_i + w_j)` as the coupling vanishes. -/
theorem shift_div_tendsto (hw : ∀ i, 0 < w i) (hV : V.IsSymm) (i j : Fin N) :
    Tendsto (fun t => shift w V t i j / t) (𝓝[≠] 0) (𝓝 (V i j / (w i + w j))) := by
  have : Nonempty (Fin N) := ⟨i⟩
  obtain ⟨a, ha⟩ := Finite.exists_min w
  have hm := hw a
  have hs : 0 < w i + w j := add_pos (hw i) (hw j)
  set K := (∑ i, ∑ j, V i j ^ 2) / w a ^ 2 with hK
  have hz : Tendsto (fun t : ℝ => |t| * (K / (w i + w j))) (𝓝[≠] 0) (𝓝 0) := by
    have hc : Continuous fun t : ℝ => |t| * (K / (w i + w j)) := by fun_prop
    have h := hc.tendsto 0
    simp only [abs_zero, zero_mul] at h
    exact h.mono_left nhdsWithin_le_nhds
  rw [tendsto_iff_norm_sub_tendsto_zero]
  refine squeeze_zero' (Eventually.of_forall fun t => norm_nonneg _) ?_ hz
  filter_upwards [eventually_posSemidef hw hV, self_mem_nhdsWithin] with t h ht
  have ht0 : t ≠ 0 := ht
  have e := shift_entry h i j
  have hb : ∑ i, ∑ j, shift w V t i j ^ 2 ≤ t ^ 2 * K := by
    rw [hK, ← mul_div_assoc, le_div_iff₀ (pow_pos hm 2)]
    linarith [shift_bound hm ha hV h]
  have hrow : ∀ l, ∑ k, shift w V t l k ^ 2 ≤ t ^ 2 * K := fun l =>
    (single_le_sum (f := fun l => ∑ k, shift w V t l k ^ 2)
      (fun l _ => sum_nonneg fun k _ => sq_nonneg _) (mem_univ l)).trans hb
  -- the quadratic term of the shift equation is of second order in `t`
  have hquad : |∑ k, shift w V t i k * shift w V t j k| ≤ t ^ 2 * K := by
    have h1 : ∑ k, |shift w V t i k * shift w V t j k|
        ≤ ∑ k, (shift w V t i k ^ 2 / 2 + shift w V t j k ^ 2 / 2) :=
      sum_le_sum fun k _ => abs_le.mpr
        ⟨by nlinarith [sq_nonneg (shift w V t i k + shift w V t j k)],
         by nlinarith [sq_nonneg (shift w V t i k - shift w V t j k)]⟩
    rw [sum_add_distrib, ← Finset.sum_div, ← Finset.sum_div] at h1
    linarith [abs_sum_le_sum_abs (fun k => shift w V t i k * shift w V t j k) univ,
      hrow i, hrow j]
  have hdiff : shift w V t i j / t - V i j / (w i + w j)
      = -(∑ k, shift w V t i k * shift w V t j k) / (t * (w i + w j)) := by
    rw [div_sub_div _ _ ht0 hs.ne']
    congr 1
    linarith
  rw [hdiff, Real.norm_eq_abs, abs_div, abs_neg, abs_mul, abs_of_pos hs,
    div_le_iff₀ (mul_pos (abs_pos.mpr ht0) hs)]
  calc _ ≤ t ^ 2 * K := hquad
    _ = |t| ^ 2 * (K / (w i + w j) * (w i + w j)) := by rw [sq_abs, div_mul_cancel₀ _ hs.ne']
    _ = _ := by ring

/-- Pairwise limit: for positive frequencies and symmetric `V` with zero diagonal, the many-body
dispersion energy divided by `t²` tends to a sum over pairs as the coupling `t` vanishes. -/
theorem energy_pairwise_limit (hw : ∀ i, 0 < w i) (hV : V.IsSymm) (h0 : ∀ i, V i i = 0) :
    Tendsto (fun t => energy w V t / t ^ 2) (𝓝[≠] 0)
      (𝓝 (-∑ i, ∑ j with i < j, V i j ^ 2 / (4 * w i * w j * (w i + w j)))) := by
  have hlim : Tendsto (fun t => -(1 / 4) * ∑ i, ∑ j, (shift w V t i j / t) ^ 2 / w i) (𝓝[≠] 0)
      (𝓝 (-(1 / 4) * ∑ i, ∑ j, (V i j / (w i + w j)) ^ 2 / w i)) :=
    Tendsto.const_mul _ (tendsto_finsetSum _ fun i _ => tendsto_finsetSum _ fun j _ =>
      ((shift_div_tendsto hw hV i j).pow 2).div_const _)
  -- a double sum without diagonal terms is a sum over pairs
  have hpairs : ∀ g : Fin N → Fin N → ℝ, (∀ i, g i i = 0) →
      ∑ i, ∑ j, g i j = ∑ i, ∑ j with i < j, (g i j + g j i) := by
    intro g hg
    have hsplit : ∀ i j, g i j
        = (if i < j then g i j else 0) + (if j < i then g i j else 0) := by
      intro i j
      rcases lt_trichotomy i j with h | rfl | h
      · simp [h, not_lt_of_gt h]
      · simp [hg]
      · simp [h, not_lt_of_gt h]
    calc ∑ i, ∑ j, g i j = ∑ i, ∑ j, (if i < j then g i j else 0)
          + ∑ i, ∑ j, (if j < i then g i j else 0) := by
          simp only [← sum_add_distrib]
          exact sum_congr rfl fun i _ => sum_congr rfl fun j _ => hsplit i j
      _ = ∑ i, ∑ j, (if i < j then g i j else 0)
          + ∑ i, ∑ j, (if i < j then g j i else 0) := by
          congr 1
          exact Finset.sum_comm
      _ = _ := by
          simp only [← sum_add_distrib, Finset.sum_filter]
          exact sum_congr rfl fun i _ => sum_congr rfl fun j _ => by split_ifs <;> simp
  -- group the terms `(i, j)` and `(j, i)`
  have hval : -(1 / 4) * ∑ i, ∑ j, (V i j / (w i + w j)) ^ 2 / w i
      = -∑ i, ∑ j with i < j, V i j ^ 2 / (4 * w i * w j * (w i + w j)) := by
    rw [hpairs (fun i j => (V i j / (w i + w j)) ^ 2 / w i) (fun i => by simp [h0])]
    simp only [Finset.mul_sum, ← sum_neg_distrib]
    refine sum_congr rfl fun i _ => sum_congr rfl fun j _ => ?_
    have hi := hw i
    have hj := hw j
    have hs : w i + w j ≠ 0 := (add_pos hi hj).ne'
    rw [hV.apply i j, add_comm (w j) (w i)]
    field_simp
    ring
  rw [← hval]
  refine hlim.congr' ?_
  filter_upwards [eventually_posSemidef hw hV] with t h
  rw [energy_eq hw h0 h, mul_div_assoc]
  simp only [Finset.sum_div]
  congr 1
  exact sum_congr rfl fun i _ => sum_congr rfl fun j _ => by ring

/-- The dipole coupling `w_i w_j √(a_i a_j) T_ij` of oscillators with nonnegative
polarisabilities `a_i` and interaction tensor `T`. -/
def dipoleCoupling (w a : Fin N → ℝ) (T : Matrix (Fin N) (Fin N) ℝ) :
    Matrix (Fin N) (Fin N) ℝ :=
  Matrix.of fun i j => w i * w j * √(a i * a j) * T i j

/-- London form: for positive frequencies, nonnegative polarisabilities and symmetric `T` with zero
diagonal, each pair contributes `-a_i a_j w_i w_j T_ij² / (4 (w_i + w_j))` to the limit. -/
theorem london_limit {a : Fin N → ℝ} {T : Matrix (Fin N) (Fin N) ℝ} (hw : ∀ i, 0 < w i)
    (ha : ∀ i, 0 ≤ a i) (hT : T.IsSymm) (h0 : ∀ i, T i i = 0) :
    Tendsto (fun t => energy w (dipoleCoupling w a T) t / t ^ 2) (𝓝[≠] 0)
      (𝓝 (-∑ i, ∑ j with i < j, a i * a j * (w i * w j) * T i j ^ 2 / (4 * (w i + w j)))) := by
  have hsym : (dipoleCoupling w a T).IsSymm := Matrix.IsSymm.ext fun i j => by
    simp only [dipoleCoupling, Matrix.of_apply]
    rw [hT.apply i j, mul_comm (w j), mul_comm (a j)]
  have hlim := energy_pairwise_limit hw hsym (fun i => by simp [dipoleCoupling, h0])
  have hval : ∀ i j, dipoleCoupling w a T i j ^ 2 / (4 * w i * w j * (w i + w j))
      = a i * a j * (w i * w j) * T i j ^ 2 / (4 * (w i + w j)) := fun i j => by
    have hi := hw i
    have hj := hw j
    have hs : w i + w j ≠ 0 := (add_pos hi hj).ne'
    simp only [dipoleCoupling, Matrix.of_apply]
    rw [mul_pow, mul_pow, Real.sq_sqrt (mul_nonneg (ha i) (ha j)),
      div_eq_div_iff (by positivity) (by positivity)]
    ring
  simpa only [hval] using hlim

end

end PairwiseDispersion
```

```lean
#print axioms PairwiseDispersion.energy_pairwise_limit
#print axioms PairwiseDispersion.london_limit
```

```
'PairwiseDispersion.energy_pairwise_limit' depends on axioms: [propext, Classical.choice, Quot.sound]
'PairwiseDispersion.london_limit' depends on axioms: [propext, Classical.choice, Quot.sound]
```

## A limit at vanishing coupling, with no error estimate at full coupling

`energy_pairwise_limit` holds for every finite `N`. `Fin N` labels the oscillators, `hw` makes the frequencies positive, `hV` makes the coupling symmetric and `h0` removes its diagonal. `𝓝[≠] 0` means that `t` approaches zero from either sign without equalling it. `energy` uses the matrix root `CFC.sqrt`; its value has physical meaning only where `couplingMatrix` is positive semidefinite, which is guaranteed near zero.

`london_limit` adds nonnegative `a` and leaves `T` a general symmetric matrix with zero diagonal, so no distance law enters. `T` and `w` stay fixed as `t` varies.

The step left to the user is from $t\to0$ to the physical value $t=1$: the limit theorems don't bound the higher-order remainder there, which contains both pair and many-body terms. They don't ensure that $C(1)$ is positive semidefinite either; `couplingMatrix_posSemidef` gives a sufficient condition, $\sum_j|V_{ij}|\le w_i^2$ for every $i$.
